# For two pure states with equal priors, the n-th root of the n-copy Helstrom error tends to the squared overlap modulus

A: Take two normalised pure states $\psi$ and $\varphi$ in a finite-dimensional space, and let $c=|\langle\psi|\varphi\rangle|$. If one of them is prepared $n$ times, each being equally likely beforehand, the Helstrom error formula gives

$$e_n=\frac{1-\sqrt{1-c^{2n}}}{2},\qquad \frac{c^{2n}}{4}\le e_n\le\frac{c^{2n}}{2},\qquad e_n^{1/n}\to c^2 .$$

The bounds hold for every $n$, and both they and the limit hold for every $c$ from 0 to 1. When $0<c<1$, also $e_n/c^{2n}\to 1/4$.

Q: That looks like a calculus exercise about a square root. Where are the quantum states in the formal version?

A: They are there as amplitudes. The type `ι` labels a finite orthonormal basis, and a state is a function `ι → ℂ`.

In Lean 4 with Mathlib:

```lean
import Mathlib

open Filter Topology ComplexConjugate

namespace ManyCopyDiscrimination

noncomputable section

variable {ι : Type*} [Fintype ι]
```

The inner product is the usual sum, conjugate-linear in its first argument:

```lean
/-- The overlap `⟨ψ|φ⟩` of two state vectors given by their amplitudes in a finite
orthonormal basis. -/
def overlap (ψ φ : ι → ℂ) : ℂ := ∑ x, conj (ψ x) * φ x
```

Normalisation is not built into the type. It enters as the hypotheses `overlap ψ ψ = 1` and `overlap φ φ = 1`.

Q: And the $n$ copies? I would be unhappy if $c$ had simply been replaced by $c^n$ in a formula.

A: It hasn't been. A basis state of the $n$-copy system is a tuple $x=(x_0,\dots,x_{n-1})$ of single-copy labels, which is what the type `Fin n → ι` contains. The amplitude of $\psi^{\otimes n}$ at $x$ is $\prod_k\psi(x_k)$.

```lean
/-- The state of `n` independent copies of `ψ`: the amplitude of a product basis state is the
product of the single-copy amplitudes. -/
def copies (n : ℕ) (ψ : ι → ℂ) : (Fin n → ι) → ℂ := fun x => ∏ k, ψ (x k)
```

The copies are therefore identical, independent and pure. Noise and correlations between preparations are not modelled.

Q: What does "error" mean here? I see no measurement.

A: There is none in the file. The error is defined by the closed formula:

```lean
/-- The Helstrom error formula for two pure states with equal priors. -/
def helstromError (ψ φ : ι → ℂ) : ℝ := (1 - √(1 - ‖overlap ψ φ‖ ^ 2)) / 2
```

In physical terms, this number stands for the smallest average probability of naming the wrong state, minimised over all measurements on the system in question. Applied to $n$-copy states, it refers to measurements that may act jointly on all the copies. That the formula equals this minimum is Helstrom's result, which is taken here as the definition and not derived. What is proved concerns the behaviour of the formula when it is evaluated on the actual $n$-copy states.

Q: Then show me how the power $c^n$ arises.

A: Multiply the amplitudes and sum over all tuples:

$$\langle\psi^{\otimes n}|\varphi^{\otimes n}\rangle=\sum_x\prod_k\overline{\psi(x_k)}\,\varphi(x_k)=\Big(\sum_y\overline{\psi(y)}\,\varphi(y)\Big)^n=\langle\psi|\varphi\rangle^n ,$$

where $y$ runs over the single-copy labels. The second equality is the expansion of a power of a sum: each tuple $x$ records which term was picked from each of the $n$ factors.

```lean
/-- The overlap of `n` copies is the `n`-th power of the single-copy overlap. -/
theorem overlap_copies (n : ℕ) (ψ φ : ι → ℂ) :
    overlap (copies n ψ) (copies n φ) = overlap ψ φ ^ n := by
  unfold overlap copies
  rw [Fintype.sum_pow]
  refine Finset.sum_congr rfl fun x _ => ?_
  rw [map_prod, Finset.prod_mul_distrib]
```

`Fintype.sum_pow` is that expansion. The remaining lines move the conjugation inside the product and match the two sides term by term. Setting $\varphi=\psi$ shows that copies of a normalised state are normalised.

Q: The square root needs $c\le1$. Is that assumed?

A: It is proved from normalisation. By the triangle inequality, and then $ab\le(a^2+b^2)/2$ for each basis label $x$,

$$c\le\sum_x|\psi(x)|\,|\varphi(x)|\le\sum_x\frac{|\psi(x)|^2+|\varphi(x)|^2}{2}=\frac{1+1}{2}=1 .$$

```lean
/-- The overlap of two normalised states has modulus at most one. -/
theorem norm_overlap_le_one (ψ φ : ι → ℂ) (hψ : overlap ψ ψ = 1) (hφ : overlap φ φ = 1) :
    ‖overlap ψ φ‖ ≤ 1 := by
  have hn : ∀ χ : ι → ℂ, overlap χ χ = 1 → ∑ x, ‖χ x‖ ^ 2 = 1 := by
    intro χ h
    simp only [overlap, Complex.conj_mul'] at h
    exact_mod_cast h
  calc ‖overlap ψ φ‖ ≤ ∑ x, ‖conj (ψ x) * φ x‖ := norm_sum_le _ _
    _ ≤ ∑ x, (‖ψ x‖ ^ 2 + ‖φ x‖ ^ 2) / 2 := by
        refine Finset.sum_le_sum fun x _ => ?_
        rw [norm_mul, RCLike.norm_conj]
        nlinarith [sq_nonneg (‖ψ x‖ - ‖φ x‖)]
    _ = 1 := by
        rw [← Finset.sum_div, Finset.sum_add_distrib, hn ψ hψ, hn φ hφ]
        norm_num
```

The `calc` block has the same three steps. The auxiliary statement `hn` turns the complex equation `overlap χ χ = 1` into the real one $\sum_x|\chi(x)|^2=1$, and the `nlinarith` call gets the middle inequality from $(|\psi(x)|-|\varphi(x)|)^2\ge0$.

Q: Now the two-sided bound. Do you expand the square root?

A: No expansion is needed, and nothing has to be small. Consider one pair of states first. Write $s=\sqrt{1-c^2}$, so that $0\le s\le1$ and the error is $e=(1-s)/2$. Then

$$c^2=1-s^2=(1-s)(1+s)=2e\,(1+s).$$

Since $1\le 1+s\le2$ and $e\ge0$, this gives $2e\le c^2\le4e$, which is $c^2/4\le e\le c^2/2$.

```lean
/-- For two normalised states the Helstrom error lies between a quarter and a half of the
squared overlap modulus. -/
theorem helstromError_bounds (ψ φ : ι → ℂ) (hψ : overlap ψ ψ = 1) (hφ : overlap φ φ = 1) :
    ‖overlap ψ φ‖ ^ 2 / 4 ≤ helstromError ψ φ ∧
      helstromError ψ φ ≤ ‖overlap ψ φ‖ ^ 2 / 2 := by
  have hc := norm_overlap_le_one ψ φ hψ hφ
  have hc2 : ‖overlap ψ φ‖ ^ 2 ≤ 1 := pow_le_one₀ (norm_nonneg _) hc
  unfold helstromError
  -- with `s = √(1 - c²)` one has `c² = (1 - s)(1 + s)` and `0 ≤ s ≤ 1`
  have hs := Real.sq_sqrt (sub_nonneg.mpr hc2)
  have hs0 := Real.sqrt_nonneg (1 - ‖overlap ψ φ‖ ^ 2)
  have hs1 : √(1 - ‖overlap ψ φ‖ ^ 2) ≤ 1 := by
    nlinarith [sq_nonneg ‖overlap ψ φ‖]
  constructor
  · nlinarith [sq_nonneg (1 - √(1 - ‖overlap ψ φ‖ ^ 2))]
  · nlinarith [mul_nonneg hs0 (sub_nonneg.mpr hs1)]
```

In the code, `hs` says $s^2=1-c^2$, while `hs0` and `hs1` say $0\le s\le1$. After substitution the lower bound is equivalent to $(1-s)^2\ge0$ and the upper bound to $s(1-s)\ge0$. These are the two facts handed to `nlinarith`.

Q: This is for a single pair. You promised every $n$.

A: The theorem accepts any finite basis, including the basis of tuples. The $n$-copy states are normalised and their overlap has modulus $c^n$, so the same inequality reads $c^{2n}/4\le e_n\le c^{2n}/2$.

The rate then follows from a squeeze, which needs one fact about roots. For $a>0$, $q\ge0$ and $n\ge1$,

$$(a\,q^n)^{1/n}=a^{1/n}\,q\to q,$$

because $a^{1/n}\to a^0=1$.

```lean
/-- A constant positive prefactor does not affect the exponential rate: the `n`-th root of `a qⁿ`
tends to `q`, for `a > 0` and `q ≥ 0`. -/
theorem tendsto_root_of_geometric (a q : ℝ) (ha : 0 < a) (hq : 0 ≤ q) :
    Tendsto (fun n : ℕ => (a * q ^ n) ^ (1 / (n : ℝ))) atTop (𝓝 q) := by
  have h1 : Tendsto (fun n : ℕ => a ^ (1 / (n : ℝ))) atTop (𝓝 1) := by
    have h := ((Real.continuous_const_rpow ha.ne').tendsto 0).comp
      (tendsto_one_div_atTop_nhds_zero_nat (𝕜 := ℝ))
    rw [Real.rpow_zero] at h
    exact h
  have h2 := h1.mul_const q
  rw [one_mul] at h2
  refine h2.congr' ?_
  filter_upwards [eventually_ge_atTop 1] with n hn
  have hn0 : n ≠ 0 := by omega
  rw [Real.mul_rpow ha.le (pow_nonneg hq n), one_div, Real.pow_rpow_inv_natCast hq hn0]
```

Here `h1` is the limit $a^{1/n}\to1$, obtained from continuity of the exponential with base $a$, and `h2` multiplies it by $q$. The last lines check that the two expressions agree from $n=1$ onwards, which is enough for a limit.

Q: So with $q=c^2$ and $a=1/4$ or $a=1/2$, both sides have the same limit.

A: Yes. Taking $n$-th roots preserves the order of non-negative numbers, so $e_n^{1/n}$ is caught between two sequences that both tend to $c^2$.

```lean
/-- Many-copy discrimination of two pure states with overlap modulus `c`: the `n`-copy Helstrom
error lies between `c^(2n)/4` and `c^(2n)/2`, and its `n`-th root converges to `c²`. -/
theorem many_copy_discrimination (ψ φ : ι → ℂ)
    (hψ : overlap ψ ψ = 1) (hφ : overlap φ φ = 1) :
    (∀ n : ℕ, ‖overlap ψ φ‖ ^ (2 * n) / 4 ≤ helstromError (copies n ψ) (copies n φ) ∧
      helstromError (copies n ψ) (copies n φ) ≤ ‖overlap ψ φ‖ ^ (2 * n) / 2) ∧
    Tendsto (fun n : ℕ => helstromError (copies n ψ) (copies n φ) ^ (1 / (n : ℝ)))
      atTop (𝓝 (‖overlap ψ φ‖ ^ 2)) := by
  -- the single-pair bound, applied to the normalised `n`-copy states
  have hb : ∀ n : ℕ,
      ‖overlap ψ φ‖ ^ (2 * n) / 4 ≤ helstromError (copies n ψ) (copies n φ) ∧
      helstromError (copies n ψ) (copies n φ) ≤ ‖overlap ψ φ‖ ^ (2 * n) / 2 := by
    intro n
    have h := helstromError_bounds (copies n ψ) (copies n φ)
      (by rw [overlap_copies, hψ, one_pow]) (by rw [overlap_copies, hφ, one_pow])
    rw [overlap_copies, norm_pow, ← pow_mul, mul_comm n 2] at h
    exact h
  refine ⟨hb, ?_⟩
  -- both bounds have the same exponential rate
  have hlo := tendsto_root_of_geometric (1 / 4) (‖overlap ψ φ‖ ^ 2) (by norm_num) (sq_nonneg _)
  have hup := tendsto_root_of_geometric (1 / 2) (‖overlap ψ φ‖ ^ 2) (by norm_num) (sq_nonneg _)
  refine tendsto_of_tendsto_of_tendsto_of_le_of_le hlo hup (fun n => ?_) (fun n => ?_)
  · have h := (hb n).1
    rw [pow_mul] at h
    exact Real.rpow_le_rpow (by positivity) (by linarith) (by positivity)
  · have h := (hb n).2
    have h0 : 0 ≤ helstromError (copies n ψ) (copies n φ) :=
      le_trans (by positivity) (hb n).1
    rw [pow_mul] at h
    exact Real.rpow_le_rpow h0 (by linarith) (by positivity)
```

The conclusion has two parts. The first, beginning with `∀ n : ℕ`, is the pair of bounds. The second, `Tendsto ... atTop (𝓝 (‖overlap ψ φ‖ ^ 2))`, is the limit as $n\to\infty$. In the proof, `hb` applies the single-pair theorem to the copies and rewrites the overlap as a power. The limits `hlo` and `hup` belong to the outer sequences, and `Real.rpow_le_rpow` is the monotonicity of the root.

Q: Does it survive the extreme cases? I am thinking of orthogonal states, identical states and no copies at all.

A: It does. For $c=0$ the error is zero as soon as there is one copy, and the limit is 0. For $c=1$ the states differ at most by a phase, $e_n=1/2$ for all $n$, and the limit is 1. With $n=0$ there is a single empty tuple with amplitude 1, so the overlap is 1 and the error is $1/2$, a blind guess. That sits at the upper bound.

Q: A factor of two between the bounds is still a factor of two. Which side is closer to the truth for many copies?

A: The lower one, if $0<c<1$. Let $s_n=\sqrt{1-c^{2n}}$. Using $c^{2n}=(1-s_n)(1+s_n)$,

$$\frac{e_n}{c^{2n}}=\frac{1-s_n}{2(1-s_n)(1+s_n)}=\frac{1}{2(1+s_n)} .$$

As $n$ grows, $c^{2n}\to0$, so $s_n\to1$ and the ratio tends to $1/4$. The condition $c>0$ allows the division, and $c<1$ makes $c^{2n}$ vanish. At $c=1$ the ratio would stay at $1/2$.

```lean
/-- If the overlap modulus `c` satisfies `0 < c < 1`, the ratio of the `n`-copy value of the
Helstrom error formula to `c^(2n)` tends to `1/4`. -/
theorem many_copy_prefactor (ψ φ : ι → ℂ)
    (h0 : 0 < ‖overlap ψ φ‖) (h1 : ‖overlap ψ φ‖ < 1) :
    Tendsto (fun n : ℕ => helstromError (copies n ψ) (copies n φ) / ‖overlap ψ φ‖ ^ (2 * n))
      atTop (𝓝 (1 / 4)) := by
  have ht : Tendsto (fun n : ℕ => ‖overlap ψ φ‖ ^ (2 * n)) atTop (𝓝 0) := by
    simp_rw [pow_mul]
    exact tendsto_pow_atTop_nhds_zero_of_lt_one (sq_nonneg _) (by nlinarith)
  have hcont : Continuous (fun t : ℝ => 1 / (2 * (1 + √(1 - t)))) :=
    continuous_const.div (by fun_prop) (fun t => by positivity)
  have hlim := (hcont.tendsto 0).comp ht
  have hval : 1 / (2 * (1 + √(1 - (0 : ℝ)))) = 1 / 4 := by
    rw [sub_zero, Real.sqrt_one]
    norm_num
  rw [hval] at hlim
  refine hlim.congr fun n => ?_
  -- rationalise the numerator `1 - √(1 - c^(2n))`
  have hpos : 0 < ‖overlap ψ φ‖ ^ (2 * n) := pow_pos h0 _
  have hle : ‖overlap ψ φ‖ ^ (2 * n) ≤ 1 := pow_le_one₀ h0.le h1.le
  have hs := Real.sq_sqrt (sub_nonneg.mpr hle)
  have hden : 2 * (1 + √(1 - ‖overlap ψ φ‖ ^ (2 * n))) ≠ 0 := by positivity
  rw [helstromError, overlap_copies, norm_pow, ← pow_mul, mul_comm n 2]
  change 1 / (2 * (1 + √(1 - ‖overlap ψ φ‖ ^ (2 * n)))) = _
  rw [div_eq_div_iff hden hpos.ne']
  linear_combination hs

end

end ManyCopyDiscrimination
```

The limit `ht` is $c^{2n}\to0$. The function in `hcont` is $t\mapsto 1/(2(1+\sqrt{1-t}))$, and its continuity at $t=0$ gives the value $1/4$ recorded in `hval`. The closing `linear_combination hs` verifies the displayed identity after cross-multiplication, with `hs` supplying $s_n^2=1-c^{2n}$.

```lean
#print axioms ManyCopyDiscrimination.many_copy_discrimination
#print axioms ManyCopyDiscrimination.many_copy_prefactor
```

```
'ManyCopyDiscrimination.many_copy_discrimination' depends on axioms: [propext, Classical.choice, Quot.sound]
'ManyCopyDiscrimination.many_copy_prefactor' depends on axioms: [propext, Classical.choice, Quot.sound]
```

Q: I notice that this last theorem has no normalisation hypotheses.

A: Its algebra uses only $0<c<1$, so they are not required. To read the formula as an error probability you still need normalised states.

Q: Give me numbers I can check.

A: Take a two-level system with $\psi=(1,0)$ and $\varphi=(3/5,4/5)$. Both are normalised, $c=3/5$ and $c^2=0.36$.

For one copy, $s_1=\sqrt{0.64}=0.8$ and $e_1=0.1$, between the bounds $0.09$ and $0.18$. For two copies, $c^4=0.1296$ and $s_2=\sqrt{0.8704}\approx0.93295$, so $e_2\approx0.0335$, between $0.0324$ and $0.0648$. The ratio $e_n/c^{2n}$ falls from about $0.278$ to about $0.259$, already close to $1/4$.

The root is slower. One has $e_1=0.1$ and $e_2^{1/2}\approx0.183$, and for ten copies $e_{10}^{1/10}\approx0.313$, still some 13 per cent below the limit $0.36$. The prefactor $1/4$ causes this, since $(1/4)^{1/10}\approx0.87$.

Q: So for a finite number of copies I should use the bounds and not the limit.

A: Yes, or the formula for $e_n$ itself, which is exact. If you want an error of at most $\delta>0$, it suffices that $c^{2n}\le2\delta$. For $c<1$ this gives a number of repeated preparations that is enough to tell two known, equally likely candidate states apart with an average error of at most $\delta$, provided that the copies are pure, identical and independent and that a measurement reaching the Helstrom minimum is available.

Q: Then my remaining reservation is about the measurement, not the states.

A: That is where it belongs. The product states, their overlaps and the decay of the formula are all derived from the amplitudes; the link from the formula to the best measurement is Helstrom's theorem, which is not proved here.
